# A divisibility criterion for polynomials vanishing along a composition path in a ternary mixture

The declaration concerns real polynomials in the two independent mole fractions x₁ and x₂ of a ternary mixture, and a path γ(t) whose two coordinates are real polynomials in t. It assumes that for some polynomials s and l in the mole fractions, l divides both differences xᵢ − γᵢ(s). If a polynomial f vanishes at γ(t) for every t strictly between 0 and 1, then l divides f; the path isn't required to stay within physically allowed compositions. The attempt first shows that f restricted to the path is the zero polynomial, since it has infinitely many roots. It then proves by induction on polynomials that replacing each xᵢ by γᵢ(s) changes any polynomial only by a multiple of l, and applies this to f.

Lean 4 with Mathlib refuses this proof:

```lean
import Mathlib

open MvPolynomial

namespace DvdOfVanishesOnPath

noncomputable section

/-- Real polynomials in the two independent mole fractions `x₁ = X 0` and `x₂ = X 1`. -/
abbrev TernaryPoly := MvPolynomial (Fin 2) ℝ

/-- Let `γ` be a polynomial path that, with its parameter replaced by the polynomial `s`,
reproduces the mole fractions up to multiples of `l`. A polynomial that vanishes
along `γ` for parameters between 0 and 1 is divisible by `l`. -/
theorem dvd_of_vanishes_on_path (γ : Fin 2 → Polynomial ℝ) (s l f : TernaryPoly)
    (hl : ∀ i, l ∣ X i - Polynomial.aeval s (γ i))
    (hf : ∀ t ∈ Set.Ioo (0 : ℝ) 1, eval (fun i => Polynomial.eval t (γ i)) f = 0) :
    l ∣ f := by
  have hev : ∀ (t : ℝ) (g : TernaryPoly), Polynomial.eval t (aeval γ g) =
      eval (fun i => Polynomial.eval t (γ i)) g := by
    intro t g
    refine MvPolynomial.induction_on g ?_ ?_ ?_
    · intro a
      simp
    · intro p q hp hq
      simp [hp, hq]
    · intro p i hp
      simp [hp]
  -- the restriction to the path has infinitely many roots
  have hz : aeval γ f = 0 :=
    Polynomial.eq_zero_of_infinite_isRoot _
      ((Set.Ioo_infinite (zero_lt_one (α := ℝ))).mono fun t ht => by
        show Polynomial.eval t (aeval γ f) = 0
        rw [hev]
        exact hf t ht)
  -- substituting the path changes a polynomial only by a multiple of `l`
  have key : ∀ g : TernaryPoly, l ∣ g - Polynomial.aeval s (aeval γ g) := by
    intro g
    refine MvPolynomial.induction_on g ?_ ?_ ?_
    · intro a
      simp [MvPolynomial.algebraMap_eq]
    · intro p q hp hq
      rw [map_add, map_add]
      convert dvd_add hp hq using 1
      ring
    · intro p i hp
      rw [map_mul, map_mul, aeval_X]
      convert dvd_add (hp.mul_right (X i))
        ((hl i).mul_left (Polynomial.aeval s (aeval γ p))) using 1
      ring
  have h := key f
  rwa [hz, map_zero, sub_zero] at h

end

end DvdOfVanishesOnPath
```

Lean reports:

```
Main.lean:22:4: error: Type mismatch
  induction_on g ?m.80 ?m.81 ?m.82
has type
  ?m.79 g
but is expected to have type
  Polynomial.eval t ((aeval γ) g) = (eval fun i => Polynomial.eval t (γ i)) g
Main.lean:39:4: error: Type mismatch
  induction_on g ?m.160 ?m.161 ?m.162
has type
  ?m.159 g
but is expected to have type
  l ∣ g - (Polynomial.aeval s) ((aeval γ) g)
```

What went wrong. Both errors have the same cause. `MvPolynomial.induction_on` proves a property of a polynomial, called the motive, from three cases: constants, sums, and products with a variable. In the `refine` calls the motive was left for Lean to infer, and it appears in the messages as the unknowns `?m.79` and `?m.159`. Lean had to match `?m.79 g` with the evaluation identity in `hev`, and `?m.159 g` with the divisibility claim in `key`. It found neither match, so it reported type mismatches, although both goals are statements about `g`.

The repair uses `induction g using MvPolynomial.induction_on` in both places. This tactic builds the motive from the goal itself, by treating the goal as a property of `g`, so nothing is left to guess. It also introduces the variables and hypotheses of each case, so the `intro` lines go and `next` names them instead. The algebra inside the cases is unchanged, and putting the short cases on one line is mere tidying.

After these edits no error is left:

```diff
@@ -20,11 +20,8 @@
       eval (fun i => Polynomial.eval t (γ i)) g := by
     intro t g
-    refine MvPolynomial.induction_on g ?_ ?_ ?_
-    · intro a
-      simp
-    · intro p q hp hq
-      simp [hp, hq]
-    · intro p i hp
-      simp [hp]
+    induction g using MvPolynomial.induction_on
+    next a => simp
+    next p q hp hq => simp [hp, hq]
+    next p i hp => simp [hp]
   -- the restriction to the path has infinitely many roots
   have hz : aeval γ f = 0 :=
@@ -37,12 +34,11 @@
   have key : ∀ g : TernaryPoly, l ∣ g - Polynomial.aeval s (aeval γ g) := by
     intro g
-    refine MvPolynomial.induction_on g ?_ ?_ ?_
-    · intro a
-      simp [MvPolynomial.algebraMap_eq]
-    · intro p q hp hq
+    induction g using MvPolynomial.induction_on
+    next a => simp [MvPolynomial.algebraMap_eq]
+    next p q hp hq =>
       rw [map_add, map_add]
       convert dvd_add hp hq using 1
       ring
-    · intro p i hp
+    next p i hp =>
       rw [map_mul, map_mul, aeval_X]
       convert dvd_add (hp.mul_right (X i))
```
